# A root bracket for the transparency density in the single-subband quantum-well gain model

The transparency density of a quantum-well laser is the carrier density at which absorption turns into gain. It is a parameter of the linear and logarithmic gain formulas often used in rate equations. If the gain is modelled by two exponentials of the density, finding it means solving

\[
g(n)=g_{\max}\left(1-e^{-n/n_c}-e^{-n/n_v}\right)=0 .
\]

Here \(n\) is the carrier sheet density and \(g_{\max}>0\) is the gain at complete inversion. The characteristic densities \(n_c,n_v>0\) belong to the conduction and valence bands. For unequal \(n_c\) and \(n_v\) a code generally finds the root numerically, and a bracketing method such as bisection starts from an interval known to contain it. One such interval is

\[
\min(n_c,n_v)\ln 2\;\le\; n_{\mathrm{tr}}\;\le\;\max(n_c,n_v)\ln 2 ,
\]

and \(n_{\mathrm{tr}}\) is the only zero of \(g\). On \(n\ge 0\) the gain is also strictly increasing and strictly concave, starts at \(-g_{\max}\) and tends to \(g_{\max}\).

## Bracketing and Newton steps in a solver

Bisection can start from the two ends of the interval, whose width is \(|n_c-n_v|\ln 2\). If \(n_c=n_v=n_0\), the interval shrinks to a point and the code should return \(n_0\ln 2\) directly, because a routine that demands a sign change would reject it. For nearly equal values, rounding can spoil the signs at the ends, so a slightly widened interval is safer.

Newton's method can start at the lower end. There \(g\le 0\), and the slope

\[
g'(n)=g_{\max}\left(\frac{e^{-n/n_c}}{n_c}+\frac{e^{-n/n_v}}{n_v}\right)
\]

is positive. The tangent of a concave function lies on or above its graph, so the tangent reaches zero no later than \(g\) does. The iterates therefore rise towards \(n_{\mathrm{tr}}\) without overshooting, in exact arithmetic.

A similar equation determines the threshold density, where the gain equals a loss \(g_{\mathrm{th}}\) with \(0\le g_{\mathrm{th}}<g_{\max}\). The argument for transparency carries over with \(\ln 2\) replaced by

\[
L=\ln\frac{2}{1-g_{\mathrm{th}}/g_{\max}} ,
\]

since at \(n=cL\) the exponential \(e^{-n/c}\) equals half of \(1-g_{\mathrm{th}}/g_{\max}\). The threshold density then lies between \(\min(n_c,n_v)L\) and \(\max(n_c,n_v)L\). This extension and the Newton argument are by hand and do not appear in the Lean file.

## From band filling to the bracket

**Occupations.** Let \(E_c\) and \(E_v\) be the edges of the conduction and valence subbands, \(F_c\) and \(F_v\) the quasi-Fermi levels, and \(kT>0\) the thermal energy. The electron occupation of a level at energy \(E\) is

\[
f(E,F)=\frac{1}{e^{(E-F)/kT}+1}.
\]

A parabolic two-dimensional subband has a constant density of states. Integrating the Fermi function over it gives the sheet density \(N\ln(1+e^{\eta})\), where \(N\) is the density of states times \(kT\), and \(\eta\) is the depth of the quasi-Fermi level inside the band in units of \(kT\). In a neutral well with equal electron and hole densities,

\[
n=n_c\ln\left(1+e^{(F_c-E_c)/kT}\right)=n_v\ln\left(1+e^{(E_v-F_v)/kT}\right).
\]

Dividing by the characteristic density and exponentiating gives

\[
e^{-n/n_c}=\frac{1}{1+e^{(F_c-E_c)/kT}}=1-f(E_c,F_c),
\qquad
e^{-n/n_v}=\frac{1}{1+e^{(E_v-F_v)/kT}}=f(E_v,F_v).
\]

Hence \(g=g_{\max}\,[f(E_c,F_c)-f(E_v,F_v)]\). This is positive exactly when \((E_c-F_c)/kT<(E_v-F_v)/kT\), that is, when \(F_c-F_v>E_c-E_v\).

**Shape.** If \(x<y\), then \(e^{-y/c}<e^{-x/c}\) for each \(c>0\), so both subtracted terms fall and \(g(x)<g(y)\). For concavity take \(x\ne y\) and weights \(a,b>0\) with \(a+b=1\). Strict convexity of the exponential gives

\[
e^{-(ax+by)/c}<a\,e^{-x/c}+b\,e^{-y/c}.
\]

Adding the cases \(c=n_c\) and \(c=n_v\), multiplying by \(g_{\max}\) and subtracting from \(g_{\max}=(a+b)g_{\max}\) yields \(g(ax+by)>a\,g(x)+b\,g(y)\). At zero density \(g(0)=g_{\max}(1-1-1)=-g_{\max}\). At high density both exponentials vanish and \(g\to g_{\max}\).

**Transparency.** Each exponential \(e^{-n/c}\) passes through \(1/2\) at \(n=c\ln 2\). At \(n=\min(n_c,n_v)\ln 2\) both are at least \(1/2\), so \(g\le 0\). At \(n=\max(n_c,n_v)\ln 2\) both are at most \(1/2\), so \(g\ge 0\). Since \(g\) is continuous, it has a zero \(n_{\mathrm{tr}}\) in between. Strict monotonicity excludes a second zero and makes \(g(n)>0\) equivalent to \(n>n_{\mathrm{tr}}\).

## The Lean file

```lean
import Mathlib

open Filter Topology

namespace BandEdgeGain

noncomputable section

/-- Band-edge gain of a quantum well at carrier sheet density `n`, with saturation value `gmax`
and characteristic densities `nc`, `nv` of the conduction and valence bands. -/
def gain (gmax nc nv n : ℝ) : ℝ :=
  gmax * (1 - Real.exp (-n / nc) - Real.exp (-n / nv))

/-- Fermi occupation of a level at energy `E` for quasi-Fermi level `F` and thermal energy `kT`. -/
def fermi (E F kT : ℝ) : ℝ := 1 / (Real.exp ((E - F) / kT) + 1)

/-- Carrier sheet density of one parabolic two-dimensional subband with characteristic density `N`,
when the quasi-Fermi level lies `η` thermal energies inside the band. -/
def sheetDensity (N η : ℝ) : ℝ := N * Real.log (1 + Real.exp η)

/-- For the sheet density `n = sheetDensity N η`, the factor `exp (-n / N)` equals `1 / (exp η +
1)`, the Fermi probability that the band-edge state is free of carriers. -/
theorem exp_neg_sheetDensity {N : ℝ} (hN : 0 < N) (η : ℝ) :
    Real.exp (-(sheetDensity N η) / N) = 1 / (Real.exp η + 1) := by
  have h : -(sheetDensity N η) / N = -Real.log (1 + Real.exp η) := by
    unfold sheetDensity
    rw [neg_div, mul_div_cancel_left₀ _ hN.ne']
  rw [h, Real.exp_neg, Real.exp_log (by positivity), one_div, add_comm]

/-- In a neutral quantum well with equal electron and hole densities `n`, the gain is `gmax` times
the difference between the electron occupations of the conduction and valence band edges. -/
theorem gain_eq_occupation_difference {nc nv : ℝ} (hc : 0 < nc) (hv : 0 < nv)
    (gmax Ec Ev Fc Fv kT n : ℝ)
    (hn : n = sheetDensity nc ((Fc - Ec) / kT))
    (hp : n = sheetDensity nv ((Ev - Fv) / kT)) :
    gain gmax nc nv n = gmax * (fermi Ec Fc kT - fermi Ev Fv kT) := by
  have h1 : Real.exp (-n / nc) = 1 / (Real.exp ((Fc - Ec) / kT) + 1) := by
    rw [hn]
    exact exp_neg_sheetDensity hc _
  have h2 : Real.exp (-n / nv) = fermi Ev Fv kT := by
    rw [hp]
    exact exp_neg_sheetDensity hv _
  -- an electron state is either filled or empty
  have h3 : fermi Ec Fc kT + 1 / (Real.exp ((Fc - Ec) / kT) + 1) = 1 := by
    have e : (Ec - Fc) / kT = -((Fc - Ec) / kT) := by ring
    unfold fermi
    rw [e, Real.exp_neg]
    have hy := Real.exp_pos ((Fc - Ec) / kT)
    generalize Real.exp ((Fc - Ec) / kT) = y at hy ⊢
    have h4 : y⁻¹ + 1 = (y + 1) / y := by
      rw [add_div, div_self hy.ne', one_div, add_comm]
    have h5 : y + 1 ≠ 0 := by positivity
    rw [h4, one_div_div, ← add_div, div_self h5]
  unfold gain
  rw [h1, h2]
  linear_combination (-gmax) * h3

/-- Bernard-Duraffourg condition at the band edge: a neutral quantum well amplifies exactly when
the splitting of the quasi-Fermi levels exceeds the gap. -/
theorem gain_pos_iff_gap_lt_splitting {gmax nc nv kT : ℝ} (hg : 0 < gmax) (hc : 0 < nc)
    (hv : 0 < nv) (hT : 0 < kT) (Ec Ev Fc Fv n : ℝ)
    (hn : n = sheetDensity nc ((Fc - Ec) / kT))
    (hp : n = sheetDensity nv ((Ev - Fv) / kT)) :
    0 < gain gmax nc nv n ↔ Ec - Ev < Fc - Fv := by
  rw [gain_eq_occupation_difference hc hv gmax Ec Ev Fc Fv kT n hn hp,
    mul_pos_iff_of_pos_left hg, sub_pos]
  unfold fermi
  rw [one_div_lt_one_div (by positivity) (by positivity), add_lt_add_iff_right,
    Real.exp_lt_exp, div_lt_div_iff_of_pos_right hT]
  constructor <;> intro h <;> linarith

/-- The gain increases strictly with the carrier density. -/
theorem gain_strictMono {gmax nc nv : ℝ} (hg : 0 < gmax) (hc : 0 < nc) (hv : 0 < nv) :
    StrictMono (gain gmax nc nv) := by
  intro x y h
  have h1 : Real.exp (-y / nc) < Real.exp (-x / nc) :=
    Real.exp_lt_exp.mpr (div_lt_div_of_pos_right (neg_lt_neg h) hc)
  have h2 : Real.exp (-y / nv) < Real.exp (-x / nv) :=
    Real.exp_lt_exp.mpr (div_lt_div_of_pos_right (neg_lt_neg h) hv)
  exact mul_lt_mul_of_pos_left (by linarith) hg

/-- The gain is a strictly concave function of the carrier density. -/
theorem gain_strictConcave {gmax nc nv : ℝ} (hg : 0 < gmax) (hc : 0 < nc) (hv : 0 < nv) :
    StrictConcaveOn ℝ Set.univ (gain gmax nc nv) := by
  refine ⟨convex_univ, fun x _ y _ hxy a b ha hb hab => ?_⟩
  -- each exponential is strictly convex in the density
  have key : ∀ c : ℝ, 0 < c → Real.exp (-(a * x + b * y) / c)
      < a * Real.exp (-x / c) + b * Real.exp (-y / c) := by
    intro c hc
    have hne : -x / c ≠ -y / c := by
      intro h
      have h' := (div_left_inj' hc.ne').mp h
      exact hxy (by linarith)
    have h := strictConvexOn_exp.2 (Set.mem_univ (-x / c)) (Set.mem_univ (-y / c)) hne ha hb hab
    simp only [smul_eq_mul] at h
    have e : -(a * x + b * y) / c = a * (-x / c) + b * (-y / c) := by ring
    rw [e]
    exact h
  have h := mul_lt_mul_of_pos_left (add_lt_add (key nc hc) (key nv hv)) hg
  simp only [smul_eq_mul, gain]
  linear_combination h + gmax * hab

/-- At high carrier density the gain tends to `gmax`. -/
theorem gain_tendsto {nc nv : ℝ} (gmax : ℝ) (hc : 0 < nc) (hv : 0 < nv) :
    Tendsto (gain gmax nc nv) atTop (𝓝 gmax) := by
  have key : ∀ c : ℝ, 0 < c → Tendsto (fun n : ℝ => Real.exp (-n / c)) atTop (𝓝 0) := by
    intro c hc
    have h := Real.tendsto_exp_neg_atTop_nhds_zero.comp (tendsto_id.atTop_div_const hc)
    refine h.congr fun n => ?_
    simp [neg_div]
  have h := (((tendsto_const_nhds (x := (1 : ℝ))).sub (key nc hc)).sub (key nv hv)).const_mul gmax
  have e : gmax * (1 - 0 - 0) = gmax := by ring
  rw [e] at h
  exact h

/-- There is a transparency density between `min nc nv * log 2` and `max nc nv * log 2`: the gain
vanishes at this density only, and is positive exactly above it. -/
theorem exists_transparency {gmax nc nv : ℝ} (hg : 0 < gmax) (hc : 0 < nc) (hv : 0 < nv) :
    ∃ ntr : ℝ, min nc nv * Real.log 2 ≤ ntr ∧ ntr ≤ max nc nv * Real.log 2 ∧
      ∀ n, (gain gmax nc nv n = 0 ↔ n = ntr) ∧ (0 < gain gmax nc nv n ↔ ntr < n) := by
  have hl : 0 < Real.log 2 := Real.log_pos (by norm_num)
  have half : Real.exp (-Real.log 2) = 1 / 2 := by
    rw [Real.exp_neg, Real.exp_log (by norm_num), one_div]
  -- each exponential passes through 1/2 at its own density c * log 2
  have low : ∀ c m : ℝ, 0 < c → m ≤ c → 1 / 2 ≤ Real.exp (-(m * Real.log 2) / c) := by
    intro c m hc hm
    rw [← half, Real.exp_le_exp, neg_div]
    exact neg_le_neg ((div_le_iff₀ hc).mpr (by nlinarith))
  have high : ∀ c m : ℝ, 0 < c → c ≤ m → Real.exp (-(m * Real.log 2) / c) ≤ 1 / 2 := by
    intro c m hc hm
    rw [← half, Real.exp_le_exp, neg_div]
    exact neg_le_neg ((le_div_iff₀ hc).mpr (by nlinarith))
  have hlo : gain gmax nc nv (min nc nv * Real.log 2) ≤ 0 := by
    have h1 := low nc _ hc (min_le_left nc nv)
    have h2 := low nv _ hv (min_le_right nc nv)
    unfold gain
    exact mul_nonpos_of_nonneg_of_nonpos hg.le (by linarith)
  have hhi : 0 ≤ gain gmax nc nv (max nc nv * Real.log 2) := by
    have h1 := high nc _ hc (le_max_left nc nv)
    have h2 := high nv _ hv (le_max_right nc nv)
    exact mul_nonneg hg.le (by linarith)
  have hcont : Continuous (gain gmax nc nv) := by
    change Continuous fun n : ℝ => gmax * (1 - Real.exp (-n / nc) - Real.exp (-n / nv))
    fun_prop
  have hle : min nc nv * Real.log 2 ≤ max nc nv * Real.log 2 :=
    mul_le_mul_of_nonneg_right min_le_max hl.le
  obtain ⟨t, ⟨h1, h2⟩, ht⟩ := intermediate_value_Icc hle hcont.continuousOn
    (show (0 : ℝ) ∈ Set.Icc _ _ from ⟨hlo, hhi⟩)
  have hm := gain_strictMono hg hc hv
  refine ⟨t, h1, h2, fun n => ⟨?_, ?_⟩⟩
  · rw [← ht]
    exact hm.injective.eq_iff
  · have h := hm.lt_iff_lt (a := t) (b := n)
    rwa [ht] at h

/-- On nonnegative densities the band-edge gain is strictly increasing and strictly concave, starts
at `-gmax` and tends to `gmax`; its only zero lies between `min nc nv * log 2` and
`max nc nv * log 2`. -/
theorem band_edge_gain {gmax nc nv : ℝ} (hg : 0 < gmax) (hc : 0 < nc) (hv : 0 < nv) :
    StrictMonoOn (gain gmax nc nv) (Set.Ici 0) ∧
    StrictConcaveOn ℝ (Set.Ici 0) (gain gmax nc nv) ∧
    gain gmax nc nv 0 = -gmax ∧
    Tendsto (gain gmax nc nv) atTop (𝓝 gmax) ∧
    ∃ ntr : ℝ, min nc nv * Real.log 2 ≤ ntr ∧ ntr ≤ max nc nv * Real.log 2 ∧
      ∀ n, gain gmax nc nv n = 0 ↔ n = ntr := by
  obtain ⟨t, h1, h2, h3⟩ := exists_transparency hg hc hv
  exact ⟨(gain_strictMono hg hc hv).strictMonoOn _,
    (gain_strictConcave hg hc hv).subset (Set.subset_univ _) (convex_Ici 0),
    by simp [gain], gain_tendsto gmax hc hv, t, h1, h2, fun n => (h3 n).1⟩

/-- If both bands have the same characteristic density `n0`, the gain vanishes exactly at the
density `n0 * log 2`. -/
theorem transparency_of_equal_bands {gmax n0 : ℝ} (hg : 0 < gmax) (h0 : 0 < n0) (n : ℝ) :
    gain gmax n0 n0 n = 0 ↔ n = n0 * Real.log 2 := by
  obtain ⟨t, h1, h2, h3⟩ := exists_transparency hg h0 h0
  rw [min_self] at h1
  rw [max_self] at h2
  rw [(h3 n).1, le_antisymm h2 h1]

end

end BandEdgeGain
```

```lean
#print axioms BandEdgeGain.gain_eq_occupation_difference
-- 'BandEdgeGain.gain_eq_occupation_difference' depends on axioms: [propext, Classical.choice, Quot.sound]
#print axioms BandEdgeGain.gain_pos_iff_gap_lt_splitting
-- 'BandEdgeGain.gain_pos_iff_gap_lt_splitting' depends on axioms: [propext, Classical.choice, Quot.sound]
#print axioms BandEdgeGain.band_edge_gain
-- 'BandEdgeGain.band_edge_gain' depends on axioms: [propext, Classical.choice, Quot.sound]
#print axioms BandEdgeGain.transparency_of_equal_bands
-- 'BandEdgeGain.transparency_of_equal_bands' depends on axioms: [propext, Classical.choice, Quot.sound]
```

## How the Lean proof follows the derivation

`exp_neg_sheetDensity` is the exponentiation step for one band: it cancels `N` and turns the exponential of a negative logarithm into a reciprocal. `gain_eq_occupation_difference` applies it to both bands. Its intermediate fact `h3` says that the filled and empty probabilities of the conduction-edge state add to one, and `linear_combination` then converts the empty probability into an occupation. `gain_pos_iff_gap_lt_splitting` removes the positive factor `gmax` and compares the two Fermi functions by undoing the reciprocal, the added one, the exponential and the division by `kT` in turn.

`gain_strictMono` compares the exponentials at two densities. In `gain_strictConcave`, the statement `key` is the convexity inequality for a general `c`, obtained from Mathlib's `strictConvexOn_exp`. It is used once for each band, and the final `linear_combination` uses `hab`, which says that the weights add to one. `gain_tendsto` likewise proves the decay of one exponential and uses it twice.

In `exists_transparency`, `low` and `high` compare an exponential with \(1/2\) below and above its own crossing point. They give the signs `hlo` and `hhi` at the two ends, and `intermediate_value_Icc` supplies the zero. Injectivity of the strictly increasing gain proves uniqueness, and its order equivalence `lt_iff_lt` proves the sign rule. `band_edge_gain` collects the results and restricts monotonicity and concavity to nonnegative densities. For equal bands, `transparency_of_equal_bands` squeezes the zero between two coinciding bounds.

## The theorems as statements about a quantum well

`gain gmax nc nv n` is \(g(n)\) as a function of real numbers. Units are not tracked, so `n`, `nc` and `nv` must be given in the same unit of sheet density. The hypotheses `hg`, `hc` and `hv` state that the saturation gain and the two characteristic densities are positive.

In `band_edge_gain`, `Set.Ici 0` is the set of densities \(n\ge 0\), `StrictMonoOn` and `StrictConcaveOn` are the two shape properties on it, and `Tendsto ... atTop (𝓝 gmax)` is the high-density limit. The last clause gives a number `ntr` within the bounds such that the gain vanishes at `n` if and only if `n = ntr`. Here `n` ranges over all real numbers, so the formula has no spurious root at negative density either. `exists_transparency` adds the sign rule: the gain is positive exactly for `ntr < n`.

These statements concern the formula alone and hold wherever a code uses it with positive parameters. The link to band filling is in the two theorems with hypotheses `hn` and `hp`. These say that the same density `n` fills the conduction subband with electrons and the valence subband with holes. `fermi` always denotes an electron occupation, which is why the hole density contains \(E_v-F_v\). The energies `Ec` and `Ev` are subband edges, so the gap \(E_c-E_v\) includes the confinement energies.

The Bernard–Duraffourg condition compares the quasi-Fermi splitting with the photon energy. `gain_pos_iff_gap_lt_splitting` treats light at the band edge, where the photon energy equals \(E_c-E_v\), in a neutral well.

Several physical inputs are assumed:

- The proportionality between optical gain and the occupation difference is built into the model. The constant `gmax` stands for the optical matrix element, the joint density of states and the confinement of the light, and is taken as independent of density.
- Each band has one parabolic subband with carriers in quasi-equilibrium. Higher subbands and valence-band mixing change the relation between density and occupation.
- Doping makes the electron and hole densities differ, and the two exponentials then need different arguments.
- Lifetime broadening and Coulomb effects such as gap renormalisation are absent.

The result thus bears on laser simulation through the transparency density of a free-carrier, single-subband well. In a code with a fuller gain model the interval can still serve as an initial guess, but the sign change at its ends must be checked numerically. The theorems are about exact real numbers, so rounding errors and stopping criteria remain the solver's responsibility.
